# Bounds on the s-wave radial solution and its Jost amplitude for a continuous potential on [0, R]

**A:** Let \(k>0\), let \(U\) be real and continuous on \([0,R]\), and let \(\varphi''=(U-k^2)\varphi\) with \(\varphi(0)=0\), \(\varphi'(0)=k\). Put
\[
N(r)=\frac1k\int_0^r|U|\,ds,\qquad F(r)=1+\frac1k\int_0^r e^{iks}U\varphi\,ds .
\]
Then \(|\varphi(r)|\le e^{N(r)}\) on \([0,R]\), \(\varphi(R)=\operatorname{Im}(e^{ikR}\overline{F(R)})\) and \(|F(R)-1|\le e^{N(R)}-1\).

In Lean 4 with Mathlib:

```lean
import Mathlib

open Complex Set MeasureTheory
open scoped ComplexConjugate

namespace JostBornBounds

noncomputable section
```

**Q:** Which physical problem is that?

**A:** One-channel s-wave scattering of a particle of mass \(m\) and energy \(E>0\) by a central potential \(V(r)\): \(U=2mV/\hbar^2\), \(k^2=2mE/\hbar^2\), and \(\varphi\) is \(r\) times the radial wavefunction, scaled so that \(\varphi'(0)=k\). In the code `φ'` is a separate function, tied to `φ` by two first-order equations, with one-sided derivatives at the endpoints.

```lean
/-- The regular radial wave `φ`, with slope `φ'`, on `[0, R]`: it solves
`φ'' = (U - k²) φ` with `φ 0 = 0` and `φ' 0 = k`. -/
structure IsRegularSolution (k R : ℝ) (U φ φ' : ℝ → ℝ) : Prop where
  value_zero : φ 0 = 0
  slope_zero : φ' 0 = k
  slope : ∀ r ∈ Icc 0 R, HasDerivWithinAt φ (φ' r) (Icc 0 R) r
  radial : ∀ r ∈ Icc 0 R, HasDerivWithinAt φ' ((U r - k ^ 2) * φ r) (Icc 0 R) r
```

**Q:** So a solution is assumed?

**A:** Yes, its existence for general \(U\) is a hypothesis. There is also no centrifugal term, and continuity at 0 excludes a bare Coulomb potential.

`strength k U r` is \(N(r)\).

```lean
/-- The accumulated strength `N(r) = ∫₀ʳ |U| / k` of the potential, for `k > 0`. -/
def strength (k : ℝ) (U : ℝ → ℝ) (r : ℝ) : ℝ := ∫ s in (0 : ℝ)..r, |U s| / k
```

`jost k U φ r` is \(F(r)\). It accepts any wave, so an approximate one can be inserted later.

```lean
/-- The amplitude `F(r) = 1 + (1/k) ∫₀ʳ exp(iks) U φ ds` built from a wave `φ`, for `k > 0`. -/
def jost (k : ℝ) (U φ : ℝ → ℝ) (r : ℝ) : ℂ :=
  1 + 1 / (k : ℂ) * ∫ s in (0 : ℝ)..r, exp (I * k * s) * ((U s : ℂ) * (φ s : ℂ))
```

**Q:** Is \(F\) really the Jost function?

**A:** \(F(R)\) is the Jost function of the potential cut off at \(R\), at one real \(k\). Analyticity in \(k\) and the limit \(R\to\infty\) play no part.

The bounds rest on \(N'=|U|/k\), which is needed only in the interior, together with continuity up to the ends.

```lean
variable {k R r : ℝ} {U φ φ' χ : ℝ → ℝ}

/-- For a potential continuous on `[0, R]`, the strength is continuous there and grows at
the rate `|U| / k` in the interior. -/
theorem strength_growth (hR : 0 ≤ R) (hU : ContinuousOn U (Icc 0 R)) :
    ContinuousOn (strength k U) (Icc 0 R) ∧
      ∀ s ∈ Ioo 0 R, HasDerivAt (strength k U) (|U s| / k) s := by
  have hc : ContinuousOn (fun s => |U s| / k) (Icc 0 R) := hU.abs.div_const k
  constructor
  · have h := intervalIntegral.continuousOn_primitive_interval (μ := volume) (a := 0) (b := R)
      (f := fun s => |U s| / k) (by rw [uIcc_of_le hR]; exact hc.integrableOn_Icc)
    rw [uIcc_of_le hR] at h
    exact h
  · intro s hs
    have h := intervalIntegral.integral_hasDerivAt_right
      ((hc.mono (Icc_subset_Icc_right hs.2.le)).intervalIntegrable_of_Icc (μ := volume) hs.1.le)
      ((hc.mono Ioo_subset_Icc_self).stronglyMeasurableAtFilter isOpen_Ioo s hs)
      (hc.continuousAt (Icc_mem_nhds hs.1 hs.2))
    exact h
```

**Q:** Why should an integral over the potential know the wave at \(r\)?

**A:** Because its integrand is a total derivative:
\[
\frac{d}{dr}\Big[e^{ikr}\Big(\frac{\varphi'}k-i\varphi\Big)\Big]
=e^{ikr}\Big[i\varphi'+k\varphi+\frac{(U-k^2)\varphi}{k}-i\varphi'\Big]=\frac{e^{ikr}U\varphi}{k}.
\]
The bracket equals 1 at \(r=0\), so it is \(F\). Conjugating gives \(e^{ikr}\overline F=\varphi'/k+i\varphi\), whose imaginary part is \(\varphi\). In the proof, `hd` is this derivative and `key` integrates it.

```lean
/-- For `k > 0` and `U` continuous on `[0, R]`, the amplitude `F` carries the value and slope
of the regular wave: `exp(ikr) conj F(r) = φ'(r)/k + i φ(r)`. -/
theorem matching (hk : 0 < k) (hU : ContinuousOn U (Icc 0 R))
    (h : IsRegularSolution k R U φ φ') (hr : r ∈ Icc 0 R) :
    exp (I * k * r) * conj (jost k U φ r) = ((φ' r / k : ℝ) : ℂ) + I * φ r := by
  have hki : (k : ℂ) * (k : ℂ)⁻¹ = 1 := mul_inv_cancel₀ (ofReal_ne_zero.2 hk.ne')
  have hsub : Icc 0 r ⊆ Icc 0 R := Icc_subset_Icc_right hr.2
  have cast : ∀ f : ℝ → ℝ, ContinuousOn f (Icc 0 R) →
      ContinuousOn (fun s => (f s : ℂ)) (Icc 0 r) :=
    fun f hf => continuous_ofReal.comp_continuousOn (hf.mono hsub)
  have c0 := cast φ fun s hs => (h.slope s hs).continuousWithinAt
  have c1 := cast φ' fun s hs => (h.radial s hs).continuousWithinAt
  have ce : ContinuousOn (fun s : ℝ => exp (I * k * s)) (Icc 0 r) :=
    (by fun_prop : Continuous fun s : ℝ => exp (I * k * s)).continuousOn
  -- variation of constants: the integrand of `F` is a total derivative
  have hd : ∀ s ∈ Ioo 0 r, HasDerivAt
      (fun s : ℝ => exp (I * k * s) * ((φ' s : ℂ) / k - I * φ s))
      (1 / (k : ℂ) * (exp (I * k * s) * ((U s : ℂ) * (φ s : ℂ)))) s := by
    intro s hs
    have hs' : s ∈ Icc 0 R := ⟨hs.1.le, hs.2.le.trans hr.2⟩
    have hn := Icc_mem_nhds hs.1 (hs.2.trans_le hr.2)
    have h1 : HasDerivAt (fun s : ℝ => I * k * (s : ℂ)) (I * k) s := by
      simpa using (hasDerivAt_id s).ofReal_comp.const_mul (I * (k : ℂ))
    refine (h1.cexp.fun_mul ((((h.radial s hs').hasDerivAt hn).ofReal_comp.div_const
      (k : ℂ)).fun_sub (((h.slope s hs').hasDerivAt hn).ofReal_comp.const_mul I))).congr_deriv ?_
    push_cast
    linear_combination (exp (I * k * s) * I * φ' s - exp (I * k * s) * k * φ s) * hki
      - exp (I * k * s) * k * φ s * I_sq
  have key := intervalIntegral.integral_eq_sub_of_hasDerivAt_of_le hr.1
    (f := fun s : ℝ => exp (I * k * s) * ((φ' s : ℂ) / k - I * φ s))
    (ce.mul ((c1.div_const _).sub (continuousOn_const.mul c0))) hd
    ((continuousOn_const.mul (ce.mul ((cast U hU).mul c0))).intervalIntegrable_of_Icc hr.1)
  rw [intervalIntegral.integral_const_mul] at key
  have hF : jost k U φ r = exp (I * k * r) * ((φ' r : ℂ) / k - I * φ r) := by
    rw [jost, key]
    simp [h.value_zero, h.slope_zero, hk.ne']
  have e : exp (I * k * r) * exp (-I * k * r) = 1 := by
    rw [← Complex.exp_add, show I * k * r + -I * k * r = 0 by ring, Complex.exp_zero]
  rw [hF]
  simp only [map_mul, map_sub, map_div₀, conj_ofReal, conj_I, ← Complex.exp_conj]
  push_cast
  linear_combination ((φ' r : ℂ) / k + I * φ r) * e
```

**Q:** And the growth bound?

**A:** Take \(A=\varphi^2+(\varphi'/k)^2\). The \(k^2\) terms cancel, leaving
\[
|A'|=\frac{|U|}{k}\,\Big|2\varphi\,\frac{\varphi'}k\Big|\le N'A .
\]
So \(e^{N}A\) never decreases and \(e^{-N}A\) never increases. With \(A(0)=1\), this gives \(e^{-N}\le A\le e^{N}\). The code treats both cases with one parameter `ε`, set to \(\pm1\); `hb` is the inequality.

```lean
/-- For `k > 0` and `U` continuous on `[0, R]`, the squared amplitude `φ² + (φ'/k)²` of the
regular wave stays between `exp(-N)` and `exp(N)`. -/
theorem amplitude_bounds (hk : 0 < k) (hU : ContinuousOn U (Icc 0 R))
    (h : IsRegularSolution k R U φ φ') (hr : r ∈ Icc 0 R) :
    Real.exp (-strength k U r) ≤ φ r ^ 2 + (φ' r / k) ^ 2 ∧
      φ r ^ 2 + (φ' r / k) ^ 2 ≤ Real.exp (strength k U r) := by
  have hR := hr.1.trans hr.2
  have hN := strength_growth (k := k) hR hU
  have hki : k * k⁻¹ = 1 := mul_inv_cancel₀ hk.ne'
  have c0 : ContinuousOn φ (Icc 0 R) := fun s hs => (h.slope s hs).continuousWithinAt
  have c1 : ContinuousOn φ' (Icc 0 R) := fun s hs => (h.radial s hs).continuousWithinAt
  have hc : ∀ ε : ℝ, ContinuousOn (fun s => Real.exp (ε * strength k U s) *
      (φ s ^ 2 + (φ' s / k) ^ 2)) (Icc 0 R) := fun ε =>
    (continuousOn_const.mul hN.1).rexp.mul ((c0.pow 2).add ((c1.div_const k).pow 2))
  have hd : ∀ ε : ℝ, ∀ s ∈ interior (Icc 0 R), HasDerivAt
      (fun s => Real.exp (ε * strength k U s) * (φ s ^ 2 + (φ' s / k) ^ 2))
      (Real.exp (ε * strength k U s) * (ε * (|U s| / k * (φ s ^ 2 + (φ' s / k) ^ 2))
        + U s / k * (2 * φ s * (φ' s / k)))) s := by
    intro ε s hs
    rw [interior_Icc] at hs
    have hn := Icc_mem_nhds hs.1 hs.2
    have h0 : HasDerivAt (fun s => φ s ^ 2) (2 * φ s * φ' s) s := by
      simpa using ((h.slope s (Ioo_subset_Icc_self hs)).hasDerivAt hn).fun_pow 2
    have h1 : HasDerivAt (fun s => (φ' s / k) ^ 2)
        (2 * (φ' s / k) * ((U s - k ^ 2) * φ s / k)) s := by
      simpa using (((h.radial s (Ioo_subset_Icc_self hs)).hasDerivAt hn).div_const k).fun_pow 2
    refine ((((hN.2 s hs).const_mul ε).exp).fun_mul (h0.fun_add h1)).congr_deriv ?_
    linear_combination
      (-2 * Real.exp (ε * strength k U s) * φ s * φ' s * (k * k⁻¹ + 1)) * hki
  -- the potential changes the squared amplitude at a relative rate of at most `|U| / k`
  have hb : ∀ s, |U s / k * (2 * φ s * (φ' s / k))| ≤
      |U s| / k * (φ s ^ 2 + (φ' s / k) ^ 2) := by
    intro s
    rw [abs_mul, abs_div, abs_of_pos hk]
    exact mul_le_mul_of_nonneg_left (abs_le.2 ⟨by nlinarith [sq_nonneg (φ s + φ' s / k)],
      by nlinarith [sq_nonneg (φ s - φ' s / k)]⟩) (by positivity)
  have m1 := monotoneOn_of_deriv_nonneg (convex_Icc 0 R) (hc 1)
    (fun s hs => (hd 1 s hs).differentiableAt.differentiableWithinAt)
    (fun s hs => by
      rw [(hd 1 s hs).deriv]
      exact mul_nonneg (Real.exp_pos _).le (by linarith [(abs_le.1 (hb s)).1]))
    (left_mem_Icc.2 hR) hr hr.1
  have m2 := antitoneOn_of_deriv_nonpos (convex_Icc 0 R) (hc (-1))
    (fun s hs => (hd (-1) s hs).differentiableAt.differentiableWithinAt)
    (fun s hs => by
      rw [(hd (-1) s hs).deriv]
      exact mul_nonpos_of_nonneg_of_nonpos (Real.exp_pos _).le
        (by linarith [(abs_le.1 (hb s)).2]))
    (left_mem_Icc.2 hR) hr hr.1
  have hN0 : strength k U 0 = 0 := by simp [strength]
  have hA0 : φ 0 ^ 2 + (φ' 0 / k) ^ 2 = 1 := by
    rw [h.value_zero, h.slope_zero, div_self hk.ne']; norm_num
  simp only [hA0, hN0, mul_zero, Real.exp_zero, mul_one, one_mul, neg_mul] at m1 m2
  have e : Real.exp (-strength k U r) * Real.exp (strength k U r) = 1 := by
    rw [← Real.exp_add, neg_add_cancel, Real.exp_zero]
  constructor
  · have := mul_le_mul_of_nonneg_left m1 (Real.exp_pos (-strength k U r)).le
    rwa [mul_one, ← mul_assoc, e, one_mul] at this
  · have := mul_le_mul_of_nonneg_left m2 (Real.exp_pos (strength k U r)).le
    rwa [mul_one, ← mul_assoc, mul_comm (Real.exp (strength k U r)), e, one_mul] at this
```

**Q:** How does that reach \(F\)?

**A:** The phase factor has modulus one.

```lean
/-- A phase factor `exp(iks)` has modulus one. -/
theorem norm_phase (k s : ℝ) : ‖exp (I * k * s)‖ = 1 := by
  rw [show I * k * s = ((k * s : ℝ) : ℂ) * I by push_cast; ring, norm_exp_ofReal_mul_I]
```

If two waves \(\varphi,\chi\) satisfy \(|\varphi-\chi|\le a e^{N/2}-b\), their amplitudes therefore differ by at most
\[
\int_0^r N'(ae^{N/2}-b)\,ds=2a(e^{N(r)/2}-1)-bN(r).
\]

```lean
/-- Let `k > 0` and `U`, `φ`, `χ` be continuous on `[0, R]`. If two waves differ by at most
`a exp(N/2) - b`, their amplitudes `F` differ by at most `2a (exp(N/2) - 1) - b N`. -/
theorem jost_comparison (hk : 0 < k) (hU : ContinuousOn U (Icc 0 R))
    (hφ : ContinuousOn φ (Icc 0 R)) (hχ : ContinuousOn χ (Icc 0 R)) (a b : ℝ)
    (hB : ∀ s ∈ Icc 0 R, |φ s - χ s| ≤ a * Real.exp (strength k U s / 2) - b)
    (hr : r ∈ Icc 0 R) :
    ‖jost k U φ r - jost k U χ r‖ ≤
      2 * a * (Real.exp (strength k U r / 2) - 1) - b * strength k U r := by
  have hN := strength_growth (k := k) (hr.1.trans hr.2) hU
  have hsub : Icc 0 r ⊆ Icc 0 R := Icc_subset_Icc_right hr.2
  have hi : ∀ f : ℝ → ℝ, ContinuousOn f (Icc 0 R) → IntervalIntegrable
      (fun s : ℝ => exp (I * k * s) * ((U s : ℂ) * (f s : ℂ))) volume 0 r := fun f hf =>
    ((by fun_prop : Continuous fun s : ℝ => exp (I * k * s)).continuousOn.mul
      ((continuous_ofReal.comp_continuousOn (hU.mono hsub)).mul
        (continuous_ofReal.comp_continuousOn (hf.mono hsub)))).intervalIntegrable_of_Icc hr.1
  have hdiff : jost k U φ r - jost k U χ r = ∫ s in (0 : ℝ)..r,
      1 / (k : ℂ) * (exp (I * k * s) * ((U s : ℂ) * ((φ s - χ s : ℝ) : ℂ))) := by
    unfold jost
    rw [intervalIntegral.integral_const_mul, add_sub_add_left_eq_sub, ← mul_sub,
      ← intervalIntegral.integral_sub (hi φ hφ) (hi χ hχ)]
    congr 1
    apply intervalIntegral.integral_congr
    intro s _
    push_cast
    ring
  have cE : ContinuousOn (fun s => Real.exp (strength k U s / 2)) (Icc 0 r) :=
    ((hN.1.mono hsub).div_const 2).rexp
  have hint : IntervalIntegrable
      (fun s => |U s| / k * (a * Real.exp (strength k U s / 2) - b)) volume 0 r :=
    (((hU.mono hsub).abs.div_const k).mul
      ((continuousOn_const.mul cE).sub continuousOn_const)).intervalIntegrable_of_Icc hr.1
  -- the majorant integrates in closed form because `N' = |U| / k`
  have hI := intervalIntegral.integral_eq_sub_of_hasDerivAt_of_le hr.1
    (f := fun s => 2 * a * Real.exp (strength k U s / 2) - b * strength k U s)
    ((continuousOn_const.mul cE).sub (continuousOn_const.mul (hN.1.mono hsub)))
    (fun s hs => by
      have hs' := hN.2 s ⟨hs.1, hs.2.trans_le hr.2⟩
      exact (((hs'.div_const 2).exp.const_mul (2 * a)).fun_sub
        (hs'.const_mul b)).congr_deriv (by ring)) hint
  have hN0 : strength k U 0 = 0 := by simp [strength]
  rw [hdiff]
  refine (intervalIntegral.norm_integral_le_of_norm_le hr.1
    (Filter.Eventually.of_forall fun s hs => ?_) hint).trans (le_of_eq ?_)
  · have hn : ‖1 / (k : ℂ) * (exp (I * k * s) * ((U s : ℂ) * ((φ s - χ s : ℝ) : ℂ)))‖
        = |U s| / k * |φ s - χ s| := by
      rw [norm_mul, norm_mul, norm_mul, norm_phase, norm_div, norm_one, norm_real, norm_real,
        norm_real, Real.norm_eq_abs, Real.norm_eq_abs, Real.norm_eq_abs, abs_of_pos hk]
      ring
    rw [hn]
    exact mul_le_mul_of_nonneg_left (hB s ⟨hs.1.le, hs.2.trans hr.2⟩) (by positivity)
  · rw [hI]
    simp only [hN0, zero_div, Real.exp_zero]
    ring
```

Since \(\varphi^2\le A\), we have \(|\varphi|\le e^{N/2}\). Comparing with \(\chi=0\), where \(F=1\), uses \(a=1\), \(b=0\) and gives \(|F-1|\le2(e^{N/2}-1)\).

```lean
/-- For `k > 0` and `U` continuous on `[0, R]`, the regular wave obeys `|φ| ≤ exp(N/2)` and
its amplitude obeys `|F - 1| ≤ 2 (exp(N/2) - 1)`. -/
theorem sharp_bounds (hk : 0 < k) (hU : ContinuousOn U (Icc 0 R))
    (h : IsRegularSolution k R U φ φ') (hr : r ∈ Icc 0 R) :
    |φ r| ≤ Real.exp (strength k U r / 2) ∧
      ‖jost k U φ r - 1‖ ≤ 2 * (Real.exp (strength k U r / 2) - 1) := by
  have hw : ∀ s ∈ Icc 0 R, |φ s| ≤ Real.exp (strength k U s / 2) := by
    intro s hs
    refine abs_le_of_sq_le_sq ?_ (Real.exp_pos _).le
    have e : Real.exp (strength k U s / 2) ^ 2 = Real.exp (strength k U s) := by
      rw [sq, ← Real.exp_add, add_halves]
    rw [e]
    linarith [(amplitude_bounds hk hU h hs).2, sq_nonneg (φ' s / k)]
  refine ⟨hw r hr, ?_⟩
  have := jost_comparison (χ := fun _ => 0) hk hU
    (fun s hs => (h.slope s hs).continuousWithinAt) continuousOn_const 1 0
    (fun s hs => by simpa using hw s hs) hr
  simpa [jost] using this
```

These bounds are sharper than the opening ones, though not proved to be the best possible: \(N\ge0\) gives \(e^{N/2}\le e^N\), and \(e^N-1-2(e^{N/2}-1)=(e^{N/2}-1)^2\ge0\). The final `nlinarith` uses that square.

```lean
/-- Let `k > 0` and `U` be continuous on `[0, R]`. The regular wave obeys `|φ| ≤ exp(N)`, its
end value is `φ(R) = Im(exp(ikR) conj F)`, and `|F - 1| ≤ exp(N) - 1`. -/
theorem regular_wave_and_jost_bounds (hk : 0 < k) (hR : 0 ≤ R)
    (hU : ContinuousOn U (Icc 0 R)) (h : IsRegularSolution k R U φ φ') :
    (∀ r ∈ Icc 0 R, |φ r| ≤ Real.exp (strength k U r)) ∧
      φ R = (exp (I * k * R) * conj (jost k U φ R)).im ∧
      ‖jost k U φ R - 1‖ ≤ Real.exp (strength k U R) - 1 := by
  have e : ∀ r, Real.exp (strength k U r) = Real.exp (strength k U r / 2) ^ 2 := by
    intro r
    rw [sq, ← Real.exp_add, add_halves]
  refine ⟨fun r hr => ?_, ?_, ?_⟩
  · have hN : 0 ≤ strength k U r :=
      intervalIntegral.integral_nonneg hr.1 fun s _ => by positivity
    exact (sharp_bounds hk hU h hr).1.trans (Real.exp_le_exp.2 (by linarith))
  · rw [matching hk hU h (right_mem_Icc.2 hR)]
    simp
  · rw [e]
    nlinarith [(sharp_bounds hk hU h (right_mem_Icc.2 hR)).2,
      sq_nonneg (Real.exp (strength k U R / 2) - 1)]
```

**Q:** Does the normalisation \(\varphi'(0)=k\) matter?

**A:** Take \(U=0\), \(\varphi=c\sin kr\), \(R=\pi/(2k)\). Then \(N=0\), \(F=1\) and \(\varphi(R)=c\). Here the bound on \(\varphi\) holds only if \(|c|\le1\), and the end-value formula, which gives 1, holds only if \(c=1\), that is, \(\varphi'(0)=k\).

**Q:** Where does Born enter?

**A:** Replace \(\varphi\) inside \(F\) by \(\sin kr\). By the matching identity,
\[
|\varphi-\sin kr|=|\operatorname{Im}(e^{ikr}\overline{(F-1)})|\le 2e^{N/2}-2,
\]
so the comparison with \(a=b=2\) bounds the error by \(4(e^{N/2}-1)-2N\), which is \(N^2/2\) to leading order. For \(N=0.2\) it is about 0.021.

```lean
/-- First Born approximation: for `k > 0` and `U` continuous on `[0, R]`, replacing the regular
wave by `sin(kr)` inside `F` costs at most `4 (exp(N/2) - 1) - 2N`. -/
theorem born_error (hk : 0 < k) (hU : ContinuousOn U (Icc 0 R))
    (h : IsRegularSolution k R U φ φ') (hr : r ∈ Icc 0 R) :
    ‖jost k U φ r - jost k U (fun s => Real.sin (k * s)) r‖ ≤
      4 * (Real.exp (strength k U r / 2) - 1) - 2 * strength k U r := by
  have := jost_comparison (χ := fun s => Real.sin (k * s)) hk hU
    (fun s hs => (h.slope s hs).continuousWithinAt)
    (by fun_prop : Continuous fun s => Real.sin (k * s)).continuousOn 2 2 (fun s hs => by
      -- the distortion of the wave is controlled by `F - 1`
      have hs1 : (exp (I * k * s)).im = Real.sin (k * s) := by
        rw [show I * k * s = ((k * s : ℝ) : ℂ) * I by push_cast; ring, exp_ofReal_mul_I_im]
      have hs2 : φ s - Real.sin (k * s) =
          (exp (I * k * s) * conj (jost k U φ s - 1)).im := by
        rw [map_sub, map_one, mul_sub, mul_one, sub_im, matching hk hU h hs, hs1]
        simp
      have hs3 := abs_im_le_norm (exp (I * k * s) * conj (jost k U φ s - 1))
      rw [← hs2, norm_mul, norm_phase, one_mul, RCLike.norm_conj] at hs3
      linarith [(sharp_bounds hk hU h hs).2]) hr
  linarith
```

**Q:** And the phase shift?

**A:** \(|F|^2=A\ge e^{-N}>0\), so \(F\) has a phase. Writing \(\overline F=|F|e^{-i\arg F}\) in the matching identity and separating real and imaginary parts (`polar`) gives
\[
\varphi=|F|\sin(kr-\arg F),\qquad \varphi'=k|F|\cos(kr-\arg F).
\]

```lean
/-- For `k > 0` and `U` continuous on `[0, R]`, `F` never vanishes and `-arg F` is the phase
of the regular wave: `φ = |F| sin(kr - arg F)` and `φ' = k |F| cos(kr - arg F)`. -/
theorem scattering_phase (hk : 0 < k) (hU : ContinuousOn U (Icc 0 R))
    (h : IsRegularSolution k R U φ φ') (hr : r ∈ Icc 0 R) :
    jost k U φ r ≠ 0 ∧
      φ r = ‖jost k U φ r‖ * Real.sin (k * r - arg (jost k U φ r)) ∧
      φ' r = k * ‖jost k U φ r‖ * Real.cos (k * r - arg (jost k U φ r)) := by
  have hm := matching hk hU h hr
  have hA := (amplitude_bounds hk hU h hr).1
  generalize jost k U φ r = F at hm ⊢
  have polar : ∀ x y n θ : ℝ, (x : ℂ) + I * y = n * exp (θ * I) →
      x = n * Real.cos θ ∧ y = n * Real.sin θ := by
    intro x y n θ hp
    have hre := congrArg Complex.re hp
    have him := congrArg Complex.im hp
    rw [re_ofReal_mul, exp_ofReal_mul_I_re] at hre
    rw [im_ofReal_mul, exp_ofReal_mul_I_im] at him
    exact ⟨by simpa using hre, by simpa using him⟩
  have hc : conj F = ‖F‖ * exp (-(arg F : ℂ) * I) := by
    conv_lhs => rw [← norm_mul_exp_arg_mul_I F]
    rw [map_mul, conj_ofReal, ← Complex.exp_conj]
    simp
  obtain ⟨h1, h2⟩ := polar (φ' r / k) (φ r) ‖F‖ (k * r - arg F) (by
    rw [← hm, hc, mul_left_comm, ← Complex.exp_add]
    congr 2
    push_cast
    ring)
  refine ⟨fun h0 => ?_, h2, ?_⟩
  · rw [h1, h2, h0, norm_zero, zero_mul, zero_mul] at hA
    linarith [Real.exp_pos (-strength k U r)]
  · rw [mul_assoc, ← h1, mul_div_cancel₀ _ hk.ne']
```

In a calculation with \(U=0\) beyond \(R\), one integrates outward to \(R\), forms \(F(R)=e^{ikR}(\varphi'(R)/k-i\varphi(R))\), and reads off \(\delta=-\arg F(R)\), modulo \(2\pi\). The s-wave cross section is then \(4\pi\sin^2\delta/k^2\).

**Q:** Is there a solution with a nonzero potential?

**A:** Yes: for the constant barrier \(U=k^2\), the wave is \(\varphi=kr\).

```lean
/-- For the constant potential `U = k²` the regular wave is the straight line `φ = k r`. -/
theorem isRegularSolution_witness (k R : ℝ) :
    IsRegularSolution k R (fun _ => k ^ 2) (fun r => k * r) (fun _ => k) where
  value_zero := mul_zero k
  slope_zero := rfl
  slope r _ := (((hasDerivAt_id r).const_mul k).congr_deriv (mul_one k)).hasDerivWithinAt
  radial r _ := ((hasDerivAt_const r k).congr_deriv (by ring)).hasDerivWithinAt

end

end JostBornBounds
```

```lean
#print axioms JostBornBounds.regular_wave_and_jost_bounds
#print axioms JostBornBounds.born_error
#print axioms JostBornBounds.scattering_phase
```

```
'JostBornBounds.regular_wave_and_jost_bounds' depends on axioms: [propext, Classical.choice, Quot.sound]
'JostBornBounds.born_error' depends on axioms: [propext, Classical.choice, Quot.sound]
'JostBornBounds.scattering_phase' depends on axioms: [propext, Classical.choice, Quot.sound]
```
